# The gradient of a valence angle: Wilson's s-vector for the bend

In a bent molecule A–B–C, such as water with B the oxygen, the potential energy near equilibrium is naturally written in the two bond lengths and the angle at B, while the kinetic energy is simple in the Cartesian velocities of the atoms. Wilson's B matrix connects the two descriptions. It has one row for each internal coordinate, and that row gives the first-order change of the coordinate under small displacements of the atoms. The part of a row that belongs to one atom is a vector, the s-vector. For the bend the question is how the angle responds when a terminal atom moves.

## Bonds, angle and s-vector

Positions and bond vectors lie in a real inner-product space `E`, with inner product ⟨·,·⟩ and length ‖·‖. Ordinary three-dimensional space is the physical case, but no dimension is fixed and no cross product is used.

```lean
import Mathlib

open scoped InnerProductSpace

namespace WilsonBend

noncomputable section

variable {E : Type*} [NormedAddCommGroup E] [InnerProductSpace ℝ E]
```

Let u point from B to A and v from B to C. The unit vectors along the bonds are

    e₁ = u/‖u‖,   e₂ = v/‖v‖,

which are `unitVec u` and `unitVec v`.

```lean
/-- Unit vector along the bond vector `u`. -/
def unitVec (u : E) : E := ‖u‖⁻¹ • u
```

With c the normalised overlap of the bonds, the valence angle a is

    c = ⟨u,v⟩/(‖u‖‖v‖),   a = arccos c.

It is unsigned, measured in radians, and lies between 0 and π.

```lean
/-- Valence angle between the bond vectors `u` and `v`. -/
def bondAngle (u v : E) : ℝ := Real.arccos (⟪u, v⟫_ℝ / (‖u‖ * ‖v‖))
```

The candidate for the gradient of a with respect to u is

    s(u,v) = (cos a · e₁ − e₂)/(‖u‖ sin a).

Lean gives the inverse of zero the value zero, so `sVec u v` is the zero vector for collinear bonds; every theorem that mentions it excludes that geometry.

```lean
/-- Wilson s-vector `(cos a • e₁ - e₂) / (‖u‖ sin a)` of the angle `a` between `u` and `v`. -/
def sVec (u v : E) : E :=
  (‖u‖ * Real.sin (bondAngle u v))⁻¹ •
    (Real.cos (bondAngle u v) • unitVec u - unitVec v)
```

The overlap c is unchanged when u and v are exchanged, and so is a. The exchanged s-vector therefore contains the same angle:

    s(v,u) = (cos a · e₂ − e₁)/(‖v‖ sin a).

```lean
/-- The valence angle is symmetric in the two bonds. -/
theorem bondAngle_comm (u v : E) : bondAngle v u = bondAngle u v := by
  unfold bondAngle
  rw [real_inner_comm u v, mul_comm ‖v‖ ‖u‖]
```

## What a bent geometry provides

The molecule is bent when u and v are linearly independent, written `LinearIndependent ℝ ![u, v]`: the relation αu + βv = 0 with real α, β forces α = β = 0. This needs at least two dimensions, so a plane is the smallest space in which the theorems with this hypothesis have content. If u were zero, (α,β) = (1,0) would be a nontrivial relation, and likewise (0,1) for v, so both lengths are nonzero. The Cauchy–Schwarz inequality gives |c| ≤ 1, and equality would mean v = ru for some real r, which is the relation ru − v = 0 with coefficient −1 on v. Hence |c| < 1 and

    cos a = c,   sin a = √(1 − c²) > 0.

In `bent_geometry` these steps are `hu`, `hv` and `hlt`, followed by `Real.cos_arccos` and `Real.sin_arccos`.

```lean
/-- For linearly independent bonds both lengths are nonzero, the normalised overlap lies
strictly between `-1` and `1` and equals the cosine of the angle, and the sine is positive. -/
theorem bent_geometry {u v : E} (h : LinearIndependent ℝ ![u, v]) :
    ‖u‖ ≠ 0 ∧ ‖v‖ ≠ 0 ∧ |⟪u, v⟫_ℝ / (‖u‖ * ‖v‖)| < 1 ∧
      Real.cos (bondAngle u v) = ⟪u, v⟫_ℝ / (‖u‖ * ‖v‖) ∧ 0 < Real.sin (bondAngle u v) := by
  rw [LinearIndependent.pair_iff] at h
  have hu : u ≠ 0 := fun h0 => one_ne_zero (h 1 0 (by simp [h0])).1
  have hv : v ≠ 0 := fun h0 => one_ne_zero (h 0 1 (by simp [h0])).2
  -- equality in Cauchy-Schwarz would make the bonds collinear
  have hlt : |⟪u, v⟫_ℝ / (‖u‖ * ‖v‖)| < 1 := by
    refine lt_of_le_of_ne (abs_real_inner_div_norm_mul_norm_le_one u v) fun h1 => ?_
    obtain ⟨_, r, _, hr⟩ := (abs_real_inner_div_norm_mul_norm_eq_one_iff u v).mp h1
    have h2 := (h r (-1) (by rw [hr]; module)).2
    norm_num at h2
  refine ⟨norm_ne_zero_iff.mpr hu, norm_ne_zero_iff.mpr hv, hlt,
    Real.cos_arccos (abs_lt.mp hlt).1.le (abs_lt.mp hlt).2.le, ?_⟩
  rw [bondAngle, Real.sin_arccos]
  exact Real.sqrt_pos.mpr (sub_pos.mpr ((sq_lt_one_iff_abs_lt_one _).mpr hlt))
```

## Differentiating the angle

For a displacement du of the bond vector, d(‖u‖²) = 2⟨u,du⟩. Writing ‖u‖ = √(‖u‖²) with u ≠ 0,

    d‖u‖ = 2⟨u,du⟩/(2‖u‖) = ⟨e₁,du⟩.

`HasFDerivAt f L u` says that f(u + w) = f(u) + L(w) up to a remainder small compared with ‖w‖, uniformly in the direction of w. The linear map `innerSL ℝ (unitVec u)` is w ↦ ⟨e₁,w⟩. The proof applies the square-root rule to `hasStrictFDerivAt_norm_sq`, identifies √(‖y‖²) with ‖y‖, and cancels the factor 2.

```lean
/-- The derivative of the bond length at a nonzero bond vector is the inner product with the
unit vector along the bond. -/
theorem hasFDerivAt_bondLength {u : E} (hu : ‖u‖ ≠ 0) :
    HasFDerivAt (fun x : E => ‖x‖) (innerSL ℝ (unitVec u)) u := by
  have h := (hasStrictFDerivAt_norm_sq u).hasFDerivAt.sqrt (pow_ne_zero 2 hu)
  refine (h.congr_fderiv ?_).congr_of_eventuallyEq
    (Filter.Eventually.of_forall fun y => (Real.sqrt_sq (norm_nonneg y)).symm)
  ext w
  simp [unitVec, Real.sqrt_sq (norm_nonneg u)]
  ring
```

Now let both bonds vary. The numerator and the reciprocal denominator of c change by

    d⟨u,v⟩ = ⟨du,v⟩ + ⟨u,dv⟩,
    d[1/(‖u‖‖v‖)] = −(‖v‖⟨e₁,du⟩ + ‖u‖⟨e₂,dv⟩)/(‖u‖‖v‖)².

The product rule, with ⟨u,v⟩ = c‖u‖‖v‖, combines them into

    dc = ⟨e₂ − c e₁, du⟩/‖u‖ + ⟨e₁ − c e₂, dv⟩/‖v‖.

For |c| < 1 the derivative of arccos is −1/√(1 − c²) = −1/sin a, so

    da = −dc/sin a = ⟨s(u,v), du⟩ + ⟨s(v,u), dv⟩.

In Lean the bonds are functions `p` and `q` on a real normed space `X` of parameters, with derivatives `p'` and `q'` at the point `x`. Thus u is `p x`, v is `q x`, and for a parameter displacement w the differentials du and dv are `p' w` and `q' w`. Independence is required only at `x`. The steps `hnp` and `hnq` differentiate the two lengths, `hin` the inner product, `hinv` the reciprocal of the product of lengths, `hc` gives dc, `ha` the factor −1/sin a, and `hall` is the chain rule. Applying both linear maps to w and clearing denominators with `field_simp` and `ring` collects the terms into the two s-vectors.

```lean
/-- If both bond vectors depend differentiably on parameters and are linearly independent at
`x`, the angle varies as `da = ⟪s(p,q), dp⟫ + ⟪s(q,p), dq⟫`. -/
theorem hasFDerivAt_bondAngle_comp {X : Type*} [NormedAddCommGroup X] [NormedSpace ℝ X]
    {p q : X → E} {p' q' : X →L[ℝ] E} {x : X}
    (hp : HasFDerivAt p p' x) (hq : HasFDerivAt q q' x)
    (h : LinearIndependent ℝ ![p x, q x]) :
    HasFDerivAt (fun y => bondAngle (p y) (q y))
      ((innerSL ℝ (sVec (p x) (q x))).comp p' + (innerSL ℝ (sVec (q x) (p x))).comp q') x := by
  obtain ⟨hu, hv, hlt, hcos, hsin⟩ := bent_geometry h
  have hs := hsin.ne'
  have hnp : HasFDerivAt (fun y => ‖p y‖) ((innerSL ℝ (unitVec (p x))).comp p') x :=
    (hasFDerivAt_bondLength hu).comp x hp
  have hnq : HasFDerivAt (fun y => ‖q y‖) ((innerSL ℝ (unitVec (q x))).comp q') x :=
    (hasFDerivAt_bondLength hv).comp x hq
  have hin := hp.inner ℝ hq
  have hinv := HasDerivAt.comp_hasFDerivAt (f := fun y => ‖p y‖ * ‖q y‖) x
    (hasDerivAt_inv (mul_ne_zero hu hv)) (hnp.mul hnq)
  -- derivative of the normalised overlap
  have hc : HasFDerivAt (fun y => ⟪p y, q y⟫_ℝ / (‖p y‖ * ‖q y‖)) _ x :=
    (hin.mul hinv).congr_of_eventuallyEq
      (Filter.Eventually.of_forall fun y => div_eq_mul_inv _ _)
  -- arccos contributes the factor -1 / sin a
  have ha : HasDerivAt Real.arccos (-(1 / Real.sin (bondAngle (p x) (q x))))
      (⟪p x, q x⟫_ℝ / (‖p x‖ * ‖q x‖)) := by
    rw [bondAngle, Real.sin_arccos]
    exact Real.hasDerivAt_arccos (abs_lt.mp hlt).1.ne' (abs_lt.mp hlt).2.ne
  have hall := HasDerivAt.comp_hasFDerivAt
    (f := fun y => ⟪p y, q y⟫_ℝ / (‖p y‖ * ‖q y‖)) x ha hc
  refine hall.congr_fderiv ?_
  ext w
  simp [sVec, unitVec, bondAngle_comm (p x) (q x), hcos,
    fderivInnerCLM_apply, real_inner_comm (q x) (p' w)]
  field_simp
  ring
```

## Direction and length of the s-vector

The inner products among the unit vectors are

    ⟨e₁,e₁⟩ = ⟨e₂,e₂⟩ = 1,   ⟨e₁,e₂⟩ = cos a.

Expanding the numerators of the s-vectors gives three identities:

    ⟨cos a · e₁ − e₂, e₁⟩ = cos a − cos a = 0,
    ‖cos a · e₁ − e₂‖² = cos²a − 2cos²a + 1 = sin²a,
    ⟨cos a · e₁ − e₂, cos a · e₂ − e₁⟩ = cos³a − cos a − cos a + cos a = −cos a · sin²a.

Since u = ‖u‖e₁, the first shows ⟨s(u,v),u⟩ = 0. Dividing the second by ‖u‖² sin²a and the third by ‖u‖‖v‖ sin²a,

    ‖s(u,v)‖ = 1/‖u‖,   ⟨s(u,v), s(v,u)⟩ = −cos a/(‖u‖‖v‖).

The four Gram entries are `he1`, `he2`, `he12` and `he21`, and `key` is 1 − cos²a = sin²a. The length is first obtained squared, in `hss`, and the root is taken because both sides are non-negative.

```lean
/-- For linearly independent bonds the s-vector of `u` is orthogonal to `u`, has length
`1/‖u‖`, and its inner product with the s-vector of `v` is `-cos a / (‖u‖ ‖v‖)`. -/
theorem sVec_geometry {u v : E} (h : LinearIndependent ℝ ![u, v]) :
    ⟪sVec u v, u⟫_ℝ = 0 ∧ ‖sVec u v‖ = 1 / ‖u‖ ∧
      ⟪sVec u v, sVec v u⟫_ℝ = -Real.cos (bondAngle u v) / (‖u‖ * ‖v‖) := by
  obtain ⟨hu, hv, -, hcos, hsin⟩ := bent_geometry h
  have hs := hsin.ne'
  -- Gram matrix of the two unit vectors
  have he : ∀ z : E, ‖z‖ ≠ 0 → ⟪unitVec z, unitVec z⟫_ℝ = 1 := by
    intro z hz
    rw [unitVec, real_inner_smul_left, real_inner_smul_right, real_inner_self_eq_norm_sq]
    field_simp
  have he1 := he u hu
  have he2 := he v hv
  have he12 : ⟪unitVec u, unitVec v⟫_ℝ = Real.cos (bondAngle u v) := by
    simp only [unitVec, real_inner_smul_left, real_inner_smul_right, hcos]
    ring
  have he21 : ⟪unitVec v, unitVec u⟫_ℝ = Real.cos (bondAngle u v) := by
    rw [← he12]
    exact real_inner_comm _ _
  have key : 1 - Real.cos (bondAngle u v) ^ 2 = Real.sin (bondAngle u v) ^ 2 :=
    (Real.sin_sq _).symm
  refine ⟨?_, ?_, ?_⟩
  · have hue : ⟪sVec u v, u⟫_ℝ = ‖u‖ * ⟪sVec u v, unitVec u⟫_ℝ := by
      simp only [unitVec, real_inner_smul_right]
      field_simp
    rw [hue]
    simp only [sVec, real_inner_smul_left, inner_sub_left, he1, he21]
    ring
  · have hss : ⟪sVec u v, sVec u v⟫_ℝ = (1 / ‖u‖) ^ 2 := by
      simp only [sVec, real_inner_smul_left, real_inner_smul_right, inner_sub_left,
        inner_sub_right, he1, he2, he12, he21]
      calc _ = ((‖u‖ * Real.sin (bondAngle u v))⁻¹) ^ 2
              * (1 - Real.cos (bondAngle u v) ^ 2) := by ring
        _ = _ := by rw [key]; field_simp
    rw [real_inner_self_eq_norm_sq] at hss
    exact (sq_eq_sq₀ (norm_nonneg _) (by positivity)).mp hss
  · simp only [sVec, bondAngle_comm u v, real_inner_smul_left, real_inner_smul_right,
      inner_sub_left, inner_sub_right, he1, he2, he12, he21]
    calc _ = (‖u‖ * Real.sin (bondAngle u v))⁻¹ * (‖v‖ * Real.sin (bondAngle u v))⁻¹
            * (-Real.cos (bondAngle u v)) * (1 - Real.cos (bondAngle u v) ^ 2) := by ring
      _ = _ := by rw [key]; field_simp
```

## The main statement

Holding v fixed sets dv = 0. The theorem `bondAngle_derivative` reads: for linearly independent u and v in any real inner-product space, the function x ↦ angle(x,v) has at x = u the derivative w ↦ ⟨s(u,v),w⟩, and s(u,v) is orthogonal to u and has length 1/‖u‖. Moving A along its bond therefore leaves the angle unchanged to first order, and a small displacement δ along s(u,v) opens it by δ/‖u‖, arc length over radius. The proof takes `p` as the identity and `q` as the constant v in the two-bond formula.

```lean
/-- For linearly independent `u, v` the derivative of the angle in `u` is the inner product with
`(cos a • e₁ - e₂) / (‖u‖ sin a)`, a vector orthogonal to `u` of length `1/‖u‖`. -/
theorem bondAngle_derivative {u v : E} (h : LinearIndependent ℝ ![u, v]) :
    HasFDerivAt (fun x => bondAngle x v) (innerSL ℝ (sVec u v)) u ∧
      ⟪sVec u v, u⟫_ℝ = 0 ∧ ‖sVec u v‖ = 1 / ‖u‖ := by
  refine ⟨?_, (sVec_geometry h).1, (sVec_geometry h).2.1⟩
  refine (hasFDerivAt_bondAngle_comp (p := fun y => y) (q := fun _ => v) (x := u)
    (hasFDerivAt_id u) (hasFDerivAt_const v u) h).congr_fderiv ?_
  ext w
  simp
```

`HasGradientAt` states the same derivative with the vector in place of the linear map. Mathlib's definition passes between the two by the Riesz correspondence, which is the reason for `CompleteSpace E`; every finite-dimensional space satisfies it.

```lean
/-- In a complete space, for linearly independent `u, v`, the s-vector is the gradient of the angle with respect to `u`. -/
theorem hasGradientAt_bondAngle [CompleteSpace E] {u v : E}
    (h : LinearIndependent ℝ ![u, v]) :
    HasGradientAt (fun x => bondAngle x v) (sVec u v) u :=
  hasGradientAt_iff_hasFDerivAt.mpr
    ((bondAngle_derivative h).1.congr_fderiv (by ext w; rfl))
```

## The bending row of B and its G element

Let the atoms follow paths r_A(τ), r_B(τ), r_C(τ) with velocities v_A, v_B, v_C at time t (Lean's `vA`, `vB`, `vC`, not to be confused with the bond v). Put u = r_A − r_B and v = r_C − r_B at time t, and s_A = s(u,v), s_C = s(v,u). The bonds change at rates v_A − v_B and v_C − v_B, so

    da/dτ = ⟨s_A, v_A − v_B⟩ + ⟨s_C, v_C − v_B⟩
          = ⟨s_A, v_A⟩ − ⟨s_A + s_C, v_B⟩ + ⟨s_C, v_C⟩.

The row for the bend thus consists of s_A, the apex vector s_B = −(s_A + s_C), and s_C. The proof uses the two-bond formula with time as the single parameter; no equation of motion enters.

```lean
/-- For moving atoms `A, B, C` with velocities `v_A, v_B, v_C` at time `t`, with `s_A = sVec (A - B) (C - B)`, `s_C = sVec (C - B) (A - B)` and, at `t`, linearly independent bonds `A - B` and
`C - B`, the rate of change of the angle at `B` is `⟪s_A, v_A⟫ - ⟪s_A + s_C, v_B⟫ + ⟪s_C, v_C⟫`. -/
theorem hasDerivAt_triatomic_angle {rA rB rC : ℝ → E} {vA vB vC : E} {t : ℝ}
    (hA : HasDerivAt rA vA t) (hB : HasDerivAt rB vB t) (hC : HasDerivAt rC vC t)
    (h : LinearIndependent ℝ ![rA t - rB t, rC t - rB t]) :
    HasDerivAt (fun τ => bondAngle (rA τ - rB τ) (rC τ - rB τ))
      (⟪sVec (rA t - rB t) (rC t - rB t), vA⟫_ℝ
        - ⟪sVec (rA t - rB t) (rC t - rB t) + sVec (rC t - rB t) (rA t - rB t), vB⟫_ℝ
        + ⟪sVec (rC t - rB t) (rA t - rB t), vC⟫_ℝ) t := by
  refine (hasFDerivAt_bondAngle_comp (p := fun τ => rA τ - rB τ) (q := fun τ => rC τ - rB τ)
    (x := t) (hA.sub hB).hasFDerivAt (hC.sub hB).hasFDerivAt h).hasDerivAt.congr_deriv ?_
  simp [inner_sub_right, inner_add_left]
  ring
```

Wilson's kinetic matrix is G = B M⁻¹ Bᵀ, with M the diagonal matrix of masses. With reciprocal masses μ_A, μ_B, μ_C its diagonal element for the bend is

    G_aa = μ_A‖s_A‖² + μ_B‖s_B‖² + μ_C‖s_C‖².

From ‖s_B‖² = ‖s_A‖² + 2⟨s_A,s_C⟩ + ‖s_C‖² and the values found above,

    G_aa = μ_A/‖u‖² + μ_C/‖v‖² + μ_B(1/‖u‖² + 1/‖v‖² − 2cos a/(‖u‖‖v‖)).

The theorem is this identity for the weighted sum, with `μA`, `μB`, `μC` arbitrary real numbers. The matrices B, M and G are not defined in Lean, and the reading of the sum as an element of G is supplied by the definition above. The step `h'` exchanges the bonds in the independence hypothesis to obtain ‖s_C‖ = 1/‖v‖, and `norm_add_sq_real` expands the apex term.

```lean
/-- For linearly independent `u, v`, with `s_A = sVec u v` and `s_C = sVec v u`: the sum of the squared lengths of `s_A`, `-(s_A + s_C)` and
`s_C` weighted by arbitrary real numbers `μA, μB, μC`, in terms of bond lengths and angle. -/
theorem bending_G_element {u v : E} (h : LinearIndependent ℝ ![u, v]) (μA μB μC : ℝ) :
    μA * ‖sVec u v‖ ^ 2 + μB * ‖-(sVec u v + sVec v u)‖ ^ 2 + μC * ‖sVec v u‖ ^ 2 =
      μA / ‖u‖ ^ 2 + μC / ‖v‖ ^ 2 +
        μB * (1 / ‖u‖ ^ 2 + 1 / ‖v‖ ^ 2 - 2 * Real.cos (bondAngle u v) / (‖u‖ * ‖v‖)) := by
  have h' : LinearIndependent ℝ ![v, u] := by
    rw [LinearIndependent.pair_iff] at h ⊢
    intro s t hst
    exact (h t s (by rw [add_comm]; exact hst)).symm
  rw [norm_neg, norm_add_sq_real, (sVec_geometry h).2.1, (sVec_geometry h).2.2,
    (sVec_geometry h').2.1]
  ring

end

end WilsonBend
```

```lean
#print axioms WilsonBend.hasGradientAt_bondAngle
#print axioms WilsonBend.hasDerivAt_triatomic_angle
#print axioms WilsonBend.bending_G_element
```

```
'WilsonBend.hasGradientAt_bondAngle' depends on axioms: [propext, Classical.choice, Quot.sound]
'WilsonBend.hasDerivAt_triatomic_angle' depends on axioms: [propext, Classical.choice, Quot.sound]
'WilsonBend.bending_G_element' depends on axioms: [propext, Classical.choice, Quot.sound]
```

These formulas enter harmonic vibrational analysis and geometry optimisation in internal coordinates, here for a single bent angle between three point atoms and to first order in the displacements. Torsions, off-diagonal G elements, second derivatives of the angle and the secular equation of the GF method are not treated, nor are collinear arrangements (a = 0 or a = π).

## In a program

What follows describes practice and has not been put through Lean. From three Cartesian positions a routine forms u and v, their lengths, e₁, e₂ and c = ⟨e₁,e₂⟩, takes sin a = √(1 − c²), builds s_A and s_C, and sets s_B = −s_A − s_C. For a molecule of N atoms the three vectors go into the slots of A, B and C in a row of 3N entries that is zero elsewhere. For an angle potential V(a) the forces on the three atoms are −V′(a) times s_A, s_B and s_C, and they sum to zero. As the geometry approaches linearity, the numerator and sin a both become small: the exact length stays 1/‖u‖, but the computed vector loses accuracy to rounding. The computed values of ⟨s_A,u⟩ and ‖u‖‖s_A‖, which should be 0 and 1, give a cheap check.
